# An SCF step towards a new aufbau density lowers the energy when step fraction times interaction bound is below the gap

## One electron in two levels

Put one electron in the second of two levels, with density matrix D = diag(0, 1). Let the one-electron matrix be h = diag(0, g − L), with g > 0, and let the mean field of a density X be the toy choice G(X) = LX, with L > 0. (It makes the electron interact with itself, which exact exchange would cancel for one electron in one orbital.) The Fock matrix is then F = h + G(D) = diag(0, g), so the aufbau density is P = diag(1, 0). Moving a fraction t of the electron to the first level gives diag(t, 1 − t), and the energy E = Tr hD + ½ Tr G(D)D changes by

−gt + Lt² = −t(g − tL).

The gap g gives a first-order gain and the interaction a second-order cost. For t > 0 the energy falls exactly when tL < g.

## The general statement

Let D be a real symmetric matrix with 0 ≤ D ≤ 1 and trace N, and let P fill N orthonormal eigenvectors of F = h + G(D), every virtual level lying at least g ≥ 0 above every occupied one. Keep the energy E = Tr hD + ½ Tr G(D)D, now with any linear G, and suppose that, for symmetric X and Y,

Tr G(X)Y = Tr G(Y)X and Tr G(X)X ≤ L Tr X².

If P ≠ D, 0 < t ≤ 1 and tL < g, then D + t(P − D) is again an admissible density and has strictly lower energy. For L > 0 this includes every 0 < t < min(1, g/L).

In Lean, `IsDensity` expresses 0 ≤ D ≤ 1 through quadratic forms. The columns of `C` are the orbitals, `ε` holds their energies, `occ` is the set of filled labels, N is `occ.card` and P is `orbitalDensity C occ`. `IsAufbau` contains orthonormality, the eigenvalue equation and the gap. Occupations run from 0 to 1, as for spin orbitals.

The symmetry `hG` makes F the gradient of E. The constant in `hL` bounds the interaction's curvature along density changes; it is assumed, not derived from integrals.

For a quadratic mean-field energy in a finite real orthonormal basis, the result guarantees that optimal damping, which minimises E on this segment, makes progress whenever g > 0 and P ≠ D. It does not establish convergence of the iteration.

## Gap against curvature

Let cᵢ be the orbitals, oᵢ ∈ {0, 1} their aufbau occupations and dᵢ = cᵢ·Dcᵢ. Then 0 ≤ dᵢ ≤ 1 and Σ dᵢ = Σ oᵢ = N. Choose μ with εᵢ ≤ μ for occupied levels and εₐ ≥ μ + g for virtual ones. Equal sums let us subtract μ:

Tr F(D − P) = Σ (εᵢ − μ)(dᵢ − oᵢ) ≥ gv, where v = Σ (1 − oᵢ)dᵢ = N − Tr PD.

Occupied terms are nonnegative, and each virtual term is at least g dₐ.

Next, for any x set y = Dx. The bounds on D give

0 ≤ (x − y)·D(x − y) = x·y − 2y·y + y·Dy ≤ x·y − y·y.

Summing over the coordinate unit vectors x yields Tr D² ≤ Tr D = N. Since P² = P,

Tr (P − D)² = N − 2 Tr PD + Tr D² ≤ 2v.

With X = P − D, the two estimates give Tr FX ≤ −(g/2) Tr X². By the symmetry of G,

E(D + tX) = E(D) + t Tr FX + (t²/2) Tr G(X)X ≤ E(D) − (t/2)(g − tL) Tr X².

As X is symmetric and nonzero, Tr X² = Σ Xᵢⱼ² > 0, so the energy falls.

For admissibility, x·Px = |Px|² and x·x − x·Px = |x − Px|² show 0 ≤ P ≤ 1. The damped quadratic form is (1 − t)x·Dx + t x·Px, which lies between 0 and x·x; the trace stays N.

## A mean field without symmetry

Take D = diag(0, 1), h = diag(2, 1) and G(X) = diag(−2X₂₂, 2X₁₁). Then Tr G(X)X = 0, so L = 0 is allowed, and F = diag(0, 1) has gap 1. Yet the damped energy is 1 + t, which rises. What fails is Tr G(D)(P − D) = Tr G(P − D)D, the only instance of the symmetry that the derivation uses.

## The Lean file

```lean
import Mathlib

open Matrix

namespace OptimalDamping

noncomputable section

variable {n : Type*} [Fintype n] [DecidableEq n]

/-- An admissible one-particle density matrix for `N` electrons: real symmetric,
`0 ≤ D ≤ 1` as quadratic forms, and trace `N`. -/
structure IsDensity (N : ℕ) (D : Matrix n n ℝ) : Prop where
  symm : Dᵀ = D
  lower : ∀ x : n → ℝ, 0 ≤ x ⬝ᵥ D *ᵥ x
  upper : ∀ x : n → ℝ, x ⬝ᵥ D *ᵥ x ≤ x ⬝ᵥ x
  trace_eq : trace D = N

/-- The Fock matrix `F(D) = h + G(D)`. -/
def fock (h : Matrix n n ℝ) (G : Matrix n n ℝ →ₗ[ℝ] Matrix n n ℝ) (D : Matrix n n ℝ) :
    Matrix n n ℝ := h + G D

/-- The energy `E(D) = Tr hD + (1/2) Tr G(D)D`. -/
def energy (h : Matrix n n ℝ) (G : Matrix n n ℝ →ₗ[ℝ] Matrix n n ℝ) (D : Matrix n n ℝ) : ℝ :=
  trace (h * D) + 1 / 2 * trace (G D * D)

/-- Occupation number: one for occupied orbitals, zero for virtual ones. -/
def occupation (occ : Finset n) (i : n) : ℝ := if i ∈ occ then 1 else 0

/-- The density matrix built from the occupied columns of the orbital matrix `C`. -/
def orbitalDensity (C : Matrix n n ℝ) (occ : Finset n) : Matrix n n ℝ :=
  C * diagonal (occupation occ) * Cᵀ

/-- The columns of `C` are orthonormal eigenvectors of `F` with energies `ε`, and each virtual
level lies at least `g` above each occupied level. -/
structure IsAufbau (F C : Matrix n n ℝ) (ε : n → ℝ) (occ : Finset n) (g : ℝ) : Prop where
  orthonormal : Cᵀ * C = 1
  eigen : F * C = C * diagonal ε
  gap : ∀ i ∈ occ, ∀ a ∉ occ, ε i + g ≤ ε a

omit [DecidableEq n] in
private lemma dot_symm {D : Matrix n n ℝ} (hD : Dᵀ = D) (x y : n → ℝ) :
    x ⬝ᵥ D *ᵥ y = (D *ᵥ x) ⬝ᵥ y := by
  rw [Matrix.dotProduct_mulVec, ← Matrix.vecMul_transpose, hD]

private lemma sum_occupation (occ : Finset n) : ∑ i, occupation occ i = occ.card := by
  simp [occupation]

private lemma orbitalDensity_idem {C : Matrix n n ℝ} (hC : Cᵀ * C = 1) (occ : Finset n) :
    orbitalDensity C occ * orbitalDensity C occ = orbitalDensity C occ := by
  have ho : diagonal (occupation occ) * diagonal (occupation occ)
      = diagonal (occupation occ) := by
    rw [Matrix.diagonal_mul_diagonal]
    congr 1
    funext i
    unfold occupation
    split_ifs <;> norm_num
  unfold orbitalDensity
  calc _ = C * diagonal (occupation occ) * (Cᵀ * C) * diagonal (occupation occ) * Cᵀ := by
        simp only [Matrix.mul_assoc]
    _ = C * (diagonal (occupation occ) * diagonal (occupation occ)) * Cᵀ := by
        rw [hC, Matrix.mul_one, Matrix.mul_assoc C]
    _ = _ := by rw [ho]

/-- Filling a set of orthonormal orbitals gives an admissible density matrix. -/
theorem orbitalDensity_isDensity {C : Matrix n n ℝ} (hC : Cᵀ * C = 1) (occ : Finset n) :
    IsDensity occ.card (orbitalDensity C occ) := by
  have hs : (orbitalDensity C occ)ᵀ = orbitalDensity C occ := by
    simp [orbitalDensity, Matrix.transpose_mul, Matrix.mul_assoc]
  have hsq (v : n → ℝ) : 0 ≤ v ⬝ᵥ v := by
    unfold dotProduct
    exact Finset.sum_nonneg fun i _ => mul_self_nonneg _
  -- for a projector, the expectation value is a squared length
  have hp (x : n → ℝ) : x ⬝ᵥ orbitalDensity C occ *ᵥ x
      = (orbitalDensity C occ *ᵥ x) ⬝ᵥ (orbitalDensity C occ *ᵥ x) := by
    rw [← dot_symm hs, Matrix.mulVec_mulVec, orbitalDensity_idem hC]
  refine ⟨hs, fun x => (hp x).symm ▸ hsq _, fun x => ?_, ?_⟩
  · have h := hsq (x - orbitalDensity C occ *ᵥ x)
    rw [sub_dotProduct, dotProduct_sub, dotProduct_sub, ← hp,
      dotProduct_comm (orbitalDensity C occ *ᵥ x) x] at h
    linarith
  · rw [orbitalDensity, Matrix.trace_mul_comm, ← Matrix.mul_assoc, hC, Matrix.one_mul,
      Matrix.trace_diagonal, sum_occupation]

omit [DecidableEq n] in
/-- Damping with `0 ≤ t ≤ 1` between two admissible densities of the same electron number gives an
admissible density of that electron number. -/
theorem IsDensity.damp {N : ℕ} {D P : Matrix n n ℝ} (hD : IsDensity N D) (hP : IsDensity N P)
    {t : ℝ} (h0 : 0 ≤ t) (h1 : t ≤ 1) : IsDensity N (D + t • (P - D)) := by
  have hq (x : n → ℝ) : x ⬝ᵥ (D + t • (P - D)) *ᵥ x
      = (1 - t) * (x ⬝ᵥ D *ᵥ x) + t * (x ⬝ᵥ P *ᵥ x) := by
    simp only [Matrix.add_mulVec, Matrix.smul_mulVec, Matrix.sub_mulVec, dotProduct_add,
      dotProduct_smul, dotProduct_sub, smul_eq_mul]
    ring
  have h2 : 0 ≤ 1 - t := by linarith
  refine ⟨by simp [hD.symm, hP.symm], fun x => ?_, fun x => ?_, ?_⟩
  · rw [hq]
    exact add_nonneg (mul_nonneg h2 (hD.lower x)) (mul_nonneg h0 (hP.lower x))
  · rw [hq]
    linarith [mul_le_mul_of_nonneg_left (hD.upper x) h2,
      mul_le_mul_of_nonneg_left (hP.upper x) h0]
  · simp [Matrix.trace_add, Matrix.trace_smul, Matrix.trace_sub, hD.trace_eq, hP.trace_eq]

/-- An admissible density matrix satisfies `Tr D² ≤ Tr D`. -/
theorem IsDensity.trace_sq_le {N : ℕ} {D : Matrix n n ℝ} (hD : IsDensity N D) :
    trace (D * D) ≤ trace D := by
  -- positivity on `x - Dx` and the upper bound on `Dx` give `|Dx|² ≤ x·Dx`
  have hx (x : n → ℝ) : x ⬝ᵥ (D * D) *ᵥ x ≤ x ⬝ᵥ D *ᵥ x := by
    have h1 := hD.lower (x - D *ᵥ x)
    have h2 := hD.upper (D *ᵥ x)
    rw [Matrix.mulVec_sub, sub_dotProduct, dotProduct_sub, dotProduct_sub,
      dot_symm hD.symm x (D *ᵥ x)] at h1
    rw [← Matrix.mulVec_mulVec, dot_symm hD.symm x (D *ᵥ x)]
    linarith
  refine Finset.sum_le_sum fun i _ => ?_
  simpa using hx (Pi.single i 1)

/-- Occupations `d` between zero and one with the aufbau particle number cost, relative to the
aufbau filling, at least `g` times the population of the virtual levels, provided that each virtual
level lies at least `g` above each occupied level. -/
theorem occupation_cost {ε d : n → ℝ} {occ : Finset n} {g : ℝ}
    (gap : ∀ i ∈ occ, ∀ a ∉ occ, ε i + g ≤ ε a) (h0 : ∀ i, 0 ≤ d i) (h1 : ∀ i, d i ≤ 1)
    (hs : ∑ i, d i = ∑ i, occupation occ i) :
    g * ∑ i, (1 - occupation occ i) * d i ≤ ∑ i, ε i * (d i - occupation occ i) := by
  -- a reference level `μ`: no occupied level is above it, each virtual one is at least `g` above
  obtain ⟨μ, hμ, hv⟩ : ∃ μ, (∀ i ∈ occ, ε i ≤ μ) ∧ ∀ a ∉ occ, μ + g ≤ ε a := by
    rcases occ.eq_empty_or_nonempty with rfl | hne
    · obtain ⟨m, hm⟩ := (Set.finite_range ε).bddBelow
      exact ⟨m - g, by simp, fun a _ => by linarith [hm (Set.mem_range_self a)]⟩
    · obtain ⟨k, hk, hmax⟩ := occ.exists_max_image ε hne
      exact ⟨ε k, hmax, gap k hk⟩
  have hz : ∑ i, (ε i - μ) * (d i - occupation occ i)
      = ∑ i, ε i * (d i - occupation occ i) := by
    have h : ∑ i, μ * (d i - occupation occ i) = 0 := by
      rw [← Finset.mul_sum, Finset.sum_sub_distrib, hs, sub_self, mul_zero]
    simp_rw [sub_mul (ε _) μ]
    rw [Finset.sum_sub_distrib, h, sub_zero]
  rw [Finset.mul_sum, ← hz]
  refine Finset.sum_le_sum fun i _ => ?_
  by_cases hi : i ∈ occ
  · have ho : occupation occ i = 1 := by simp [occupation, hi]
    rw [ho]
    nlinarith [mul_nonneg (sub_nonneg.2 (hμ i hi)) (sub_nonneg.2 (h1 i))]
  · have ho : occupation occ i = 0 := by simp [occupation, hi]
    rw [ho]
    nlinarith [mul_nonneg (sub_nonneg.2 (hv i hi)) (h0 i)]

private lemma trace_orbital (C D : Matrix n n ℝ) (a : n → ℝ) :
    trace (C * diagonal a * Cᵀ * D) = ∑ i, a i * (Cᵀ * D * C) i i := by
  have h : trace (C * diagonal a * Cᵀ * D) = trace (diagonal a * (Cᵀ * D * C)) := by
    rw [Matrix.mul_assoc, Matrix.mul_assoc, Matrix.trace_mul_comm]
    simp only [Matrix.mul_assoc]
  rw [h]
  simp only [Matrix.trace, Matrix.diag_apply, Matrix.diagonal_mul]

/-- With a gap of at least `g ≥ 0`, the aufbau density `P` of `F` satisfies
`Tr F(D - P) ≥ (g/2) Tr (P - D)²` for every admissible `D` with the same electron number. -/
theorem aufbau_slope {F C D : Matrix n n ℝ} {ε : n → ℝ} {occ : Finset n} {g : ℝ} (hg : 0 ≤ g)
    (hA : IsAufbau F C ε occ g) (hD : IsDensity occ.card D) :
    g / 2 * trace ((orbitalDensity C occ - D) * (orbitalDensity C occ - D))
      ≤ trace (F * (D - orbitalDensity C occ)) := by
  have hC := hA.orthonormal
  have hC' : C * Cᵀ = 1 := mul_eq_one_comm.mp hC
  have hF : F = C * diagonal ε * Cᵀ := by
    rw [← hA.eigen, Matrix.mul_assoc, hC', Matrix.mul_one]
  -- the diagonal of `D` in the orbital basis consists of occupations in `[0,1]`
  have hq (i : n) : (Cᵀ * D * C) i i = (fun k => C k i) ⬝ᵥ D *ᵥ (fun k => C k i) := by
    rw [Matrix.mul_assoc]
    rfl
  have hn (i : n) : (fun k => C k i) ⬝ᵥ (fun k => C k i) = 1 :=
    (show _ = (Cᵀ * C) i i from rfl).trans (by rw [hC, Matrix.one_apply_eq])
  have hs : ∑ i, (Cᵀ * D * C) i i = occ.card := by
    change trace (Cᵀ * D * C) = _
    rw [Matrix.trace_mul_comm, ← Matrix.mul_assoc, hC', Matrix.one_mul, hD.trace_eq]
  have hb := occupation_cost hA.gap (fun i => (hq i).symm ▸ hD.lower _)
    (fun i => by rw [hq, ← hn i]; exact hD.upper _) (hs.trans (sum_occupation occ).symm)
  have hPd : Cᵀ * orbitalDensity C occ * C = diagonal (occupation occ) := by
    calc _ = (Cᵀ * C) * diagonal (occupation occ) * (Cᵀ * C) := by
          simp only [orbitalDensity, Matrix.mul_assoc]
      _ = _ := by rw [hC, Matrix.one_mul, Matrix.mul_one]
  have e1 : trace (F * (D - orbitalDensity C occ))
      = ∑ i, ε i * ((Cᵀ * D * C) i i - occupation occ i) := by
    rw [hF, trace_orbital, Matrix.mul_sub, Matrix.sub_mul, hPd]
    simp only [Matrix.sub_apply, Matrix.diagonal_apply_eq]
  have e2 : ∑ i, (1 - occupation occ i) * (Cᵀ * D * C) i i
      = occ.card - trace (orbitalDensity C occ * D) := by
    rw [orbitalDensity, trace_orbital, ← hs, ← Finset.sum_sub_distrib]
    exact Finset.sum_congr rfl fun i _ => by ring
  -- `Tr (P - D)²` is at most twice the virtual population
  have e3 : trace ((orbitalDensity C occ - D) * (orbitalDensity C occ - D))
      ≤ 2 * (occ.card - trace (orbitalDensity C occ * D)) := by
    have h1 := hD.trace_sq_le
    rw [hD.trace_eq] at h1
    rw [Matrix.sub_mul, Matrix.mul_sub, Matrix.mul_sub, Matrix.trace_sub, Matrix.trace_sub,
      Matrix.trace_sub, orbitalDensity_idem hC, (orbitalDensity_isDensity hC occ).trace_eq,
      Matrix.trace_mul_comm D (orbitalDensity C occ)]
    linarith
  rw [e2, ← e1] at hb
  have hg2 : 0 ≤ g / 2 := by linarith
  linarith [mul_le_mul_of_nonneg_left e3 hg2]

/-- For `G` self-adjoint on symmetric matrices with `Tr G(X)X ≤ L Tr X²`, a gap of at least `g ≥ 0`
and `t ≥ 0`, the step from an admissible `D` towards the aufbau density `P` of `F(D)` with the same
electron number lowers the energy by at least `(t/2)(g - tL) Tr (P - D)²`. -/
theorem energy_damped_le {h C D : Matrix n n ℝ} {G : Matrix n n ℝ →ₗ[ℝ] Matrix n n ℝ}
    {ε : n → ℝ} {occ : Finset n} {g L t : ℝ}
    (hG : ∀ X Y, Xᵀ = X → Yᵀ = Y → trace (G X * Y) = trace (G Y * X))
    (hL : ∀ X, Xᵀ = X → trace (G X * X) ≤ L * trace (X * X))
    (hg : 0 ≤ g) (hA : IsAufbau (fock h G D) C ε occ g) (hD : IsDensity occ.card D)
    (ht : 0 ≤ t) :
    energy h G (D + t • (orbitalDensity C occ - D)) ≤ energy h G D - t / 2 * (g - t * L) *
      trace ((orbitalDensity C occ - D) * (orbitalDensity C occ - D)) := by
  have hslope := aufbau_slope hg hA hD
  have hP := orbitalDensity_isDensity hA.orthonormal occ
  rw [← neg_sub (orbitalDensity C occ) D, Matrix.mul_neg, Matrix.trace_neg] at hslope
  have hX : (orbitalDensity C occ - D)ᵀ = orbitalDensity C occ - D := by
    rw [Matrix.transpose_sub, hP.symm, hD.symm]
  generalize orbitalDensity C occ - D = X at hslope hX ⊢
  -- the energy is exactly quadratic along the segment
  have hE : energy h G (D + t • X)
      = energy h G D + t * trace (fock h G D * X) + t ^ 2 / 2 * trace (G X * X) := by
    simp only [energy, fock, _root_.map_add, _root_.map_smul, Matrix.mul_add, Matrix.add_mul,
      Matrix.smul_mul, Matrix.mul_smul, Matrix.trace_add, Matrix.trace_smul, smul_eq_mul]
    linear_combination (-(t / 2)) * hG D X hD.symm hX
  rw [hE]
  have h1 := mul_le_mul_of_nonneg_left hslope ht
  have h2 := mul_le_mul_of_nonneg_left (hL X hX) (by positivity : 0 ≤ t ^ 2 / 2)
  linarith

omit [DecidableEq n] in
private lemma trace_sq_pos {X : Matrix n n ℝ} (hX : Xᵀ = X) (h0 : X ≠ 0) :
    0 < trace (X * X) := by
  have hs : trace (X * X) = ∑ i, ∑ j, X i j ^ 2 := by
    simp only [Matrix.trace, Matrix.diag_apply, Matrix.mul_apply]
    refine Finset.sum_congr rfl fun i _ => Finset.sum_congr rfl fun j _ => ?_
    have h : X j i = X i j := congrFun (congrFun hX i) j
    rw [h]
    ring
  obtain ⟨i, j, hij⟩ : ∃ i j, X i j ≠ 0 := by
    by_contra! hc
    exact h0 (by ext i j; exact hc i j)
  rw [hs]
  exact Finset.sum_pos' (fun i _ => Finset.sum_nonneg fun j _ => sq_nonneg _)
    ⟨i, Finset.mem_univ _, Finset.sum_pos' (fun j _ => sq_nonneg _)
      ⟨j, Finset.mem_univ _, by positivity⟩⟩

/-- Let `G` be self-adjoint on symmetric matrices with `Tr G(X)X ≤ L Tr X²`, and let the aufbau
density `P` of `F(D)`, with gap at least `g ≥ 0`, differ from the admissible density `D`, which has
the same electron number. For `0 < t ≤ 1` and `tL < g` the damped density is admissible and has
strictly lower energy. -/
theorem damping_lowers_energy {h C D : Matrix n n ℝ} {G : Matrix n n ℝ →ₗ[ℝ] Matrix n n ℝ}
    {ε : n → ℝ} {occ : Finset n} {g L t : ℝ}
    (hG : ∀ X Y, Xᵀ = X → Yᵀ = Y → trace (G X * Y) = trace (G Y * X))
    (hL : ∀ X, Xᵀ = X → trace (G X * X) ≤ L * trace (X * X))
    (hg : 0 ≤ g) (hA : IsAufbau (fock h G D) C ε occ g) (hD : IsDensity occ.card D)
    (hne : orbitalDensity C occ ≠ D) (ht : 0 < t) (ht1 : t ≤ 1) (htL : t * L < g) :
    IsDensity occ.card (D + t • (orbitalDensity C occ - D)) ∧
      energy h G (D + t • (orbitalDensity C occ - D)) < energy h G D := by
  have hP := orbitalDensity_isDensity hA.orthonormal occ
  refine ⟨hD.damp hP ht.le ht1, ?_⟩
  have hpos := trace_sq_pos (by rw [Matrix.transpose_sub, hP.symm, hD.symm]) (sub_ne_zero.2 hne)
  have hdrop := mul_pos (mul_pos (half_pos ht) (sub_pos.2 htL)) hpos
  linarith [energy_damped_le hG hL hg hA hD ht.le]

/-- Two-level model with `G(X) = LX`, `h = diag(0, g - L)` and the second level filled in `D`: the
Fock matrix is `diag(0, g)`, and a step `t > 0` towards the filled first level decreases the energy
if and only if `tL < g`. -/
theorem damping_bound_sharp_witness (g L t : ℝ) (ht : 0 < t) :
    fock !![0, 0; 0, g - L] (L • LinearMap.id) (orbitalDensity (1 : Matrix (Fin 2) (Fin 2) ℝ) {1})
        = diagonal ![0, g] ∧
      (energy !![0, 0; 0, g - L] (L • LinearMap.id)
          (orbitalDensity 1 {1} + t • (orbitalDensity 1 {0} - orbitalDensity 1 {1}))
        < energy !![0, 0; 0, g - L] (L • LinearMap.id) (orbitalDensity 1 {1}) ↔ t * L < g) := by
  have hD : orbitalDensity (1 : Matrix (Fin 2) (Fin 2) ℝ) {1} = !![0, 0; 0, 1] := by
    ext i j
    fin_cases i <;> fin_cases j <;> simp [orbitalDensity, occupation]
  have hP : orbitalDensity (1 : Matrix (Fin 2) (Fin 2) ℝ) {0} = !![1, 0; 0, 0] := by
    ext i j
    fin_cases i <;> fin_cases j <;> simp [orbitalDensity, occupation]
  rw [hD, hP]
  constructor
  · ext i j
    fin_cases i <;> fin_cases j <;> simp [fock]
  · have hE : energy !![0, 0; 0, g - L] (L • LinearMap.id)
          (!![0, 0; 0, 1] + t • (!![1, 0; 0, 0] - !![0, 0; 0, 1]))
        = energy !![0, 0; 0, g - L] (L • LinearMap.id) !![0, 0; 0, 1] - t * (g - t * L) := by
      simp [energy, Matrix.trace_fin_two]
      ring
    rw [hE, sub_lt_self_iff, mul_pos_iff_of_pos_left ht, sub_pos]

end

end OptimalDamping
```

```lean
#print axioms OptimalDamping.damping_lowers_energy
-- 'OptimalDamping.damping_lowers_energy' depends on axioms: [propext, Classical.choice, Quot.sound]
```

## From occupations to the energy drop

`occupation_cost` constructs μ, treating an empty occupied set separately, and compares the sums term by term. `IsDensity.trace_sq_le` applies the quadratic-form inequality to the unit vectors `Pi.single i 1`. `aufbau_slope` combines them, using `trace_orbital` to write traces in the orbital basis and `orbitalDensity_idem` for P² = P.

In `energy_damped_le`, `generalize` names the difference X; `linear_combination` then proves the quadratic expansion from `hG D X`. `damping_lowers_energy` adds positivity from `trace_sq_pos` and admissibility from `orbitalDensity_isDensity` and `IsDensity.damp`.

`damping_bound_sharp_witness` evaluates the opening model entry by entry, showing that the condition tL < g cannot be relaxed in terms of g and L alone.
